# On a ring of N cells, replacing each Bloch vector u(k) by u(k+1) − z u(k) multiplies the Wannier vector in cell R by exp(−2πiR/N) − z

On a finite ring of N cells, with N nonzero, the Wannier vector in cell R is 1/N times the sum over k of exp(2πikR/N) u(k). The theorem `wannier_difference` says that if every u(k) is replaced by u(k+1) − z u(k), for a fixed complex number z, the Wannier vector in cell R is multiplied by exp(−2πiR/N) − z. The Bloch vectors here are any N vectors in a complex inner product space, indexed periodically by k, and they need not be normalised or orthogonal; no Hamiltonian enters. The proof relabels the sum by k → k + 1 to draw out the phase exp(−2πiR/N), takes the constant z out of the other sum, and combines the two.

Lean 4 with Mathlib refuses this proof:

```lean
import Mathlib

open scoped Real
open Complex (I)

namespace RingWannierSpread

noncomputable section

variable {N : ℕ} [NeZero N] {E : Type*} [NormedAddCommGroup E] [InnerProductSpace ℂ E]

/-- The Wannier vector in cell `R` of a ring of `N` cells, built from the Bloch vectors `u k`. -/
def wannier (u : ZMod N → E) (R : ZMod N) : E :=
  (N : ℂ)⁻¹ • ∑ k : ZMod N, Complex.exp (2 * π * I * (k.val * R.val) / N) • u k

/-- The standard character of the ring at a natural number `m` is the phase `exp (2πi m / N)`. -/
lemma char_nat (m : ℕ) :
    ZMod.stdAddChar (m : ZMod N) = Complex.exp (2 * π * I * m / N) := by
  have h := ZMod.stdAddChar_coe (N := N) (m : ℤ)
  simpa only [Int.cast_natCast] using h

/-- The Wannier transform written with the standard character of the ring. -/
lemma wannier_eq_char (u : ZMod N → E) (R : ZMod N) :
    wannier u R = (N : ℂ)⁻¹ • ∑ k : ZMod N, ZMod.stdAddChar (k * R) • u k := by
  unfold wannier
  congr 1
  refine Finset.sum_congr rfl fun k _ => ?_
  have h := char_nat (N := N) (k.val * R.val)
  rw [Nat.cast_mul, Nat.cast_mul, ZMod.natCast_zmod_val, ZMod.natCast_zmod_val] at h
  rw [h]

/-- A twisted difference of neighbouring Bloch vectors multiplies each Wannier vector
by a number. -/
theorem wannier_difference (u : ZMod N → E) (z : ℂ) (R : ZMod N) :
    wannier (fun k => u (k + 1) - z • u k) R =
      (ZMod.stdAddChar (-R) - z) • wannier u R := by
  have hs : ∑ k : ZMod N, ZMod.stdAddChar (k * R) • u (k + 1) =
      ZMod.stdAddChar (-R) • ∑ k : ZMod N, ZMod.stdAddChar (k * R) • u k := by
    rw [Finset.smul_sum]
    -- relabel the mesh by k → k + 1
    refine Eq.trans ?_ (Equiv.sum_comp (Equiv.addRight (1 : ZMod N))
      (fun k => ZMod.stdAddChar (-R) • ZMod.stdAddChar (k * R) • u k))
    refine Finset.sum_congr rfl fun k _ => ?_
    change _ = ZMod.stdAddChar (-R) • ZMod.stdAddChar ((k + 1) * R) • u (k + 1)
    have e : -R + (k + 1) * R = k * R := by ring
    rw [smul_smul, ← AddChar.map_add_eq_mul, e]
  have hz : ∑ k : ZMod N, ZMod.stdAddChar (k * R) • z • u k =
      z • ∑ k : ZMod N, ZMod.stdAddChar (k * R) • u k := by
    rw [Finset.smul_sum]
    exact Finset.sum_congr rfl fun k _ => smul_comm _ _ _
  rw [wannier_eq_char, wannier_eq_char]
  simp only [smul_sub, Finset.sum_sub_distrib, hs, hz]
  module

end

end RingWannierSpread
```

The compiler's answer:

```
Main.lean:44:4: error: (deterministic) timeout at `isDefEq`, maximum number of heartbeats (200000) has been reached

Note: Use `set_option maxHeartbeats <num>` to set the limit.

Hint: Additional diagnostic information may be available using the `set_option diagnostics true` command.
Main.lean:51:2: error: (deterministic) timeout at `«tactic execution»`, maximum number of heartbeats (200000) has been reached

Note: Use `set_option maxHeartbeats <num>` to set the limit.

Hint: Additional diagnostic information may be available using the `set_option diagnostics true` command.
```

What went wrong. The first message is a timeout at the `change` line. After the relabelling, the right side of the goal contains `Equiv.addRight 1` applied to `k`, where the `change` line writes `k + 1`. The two are equal by definition, but `change` leaves Lean to find this by unfolding, inside a larger expression with the character and the products in `ZMod N`. That check (`isDefEq`) used up the allowance of 200000 heartbeats. The messages don't show which unfolding was so costly.

The repair puts `simp only [Equiv.coe_addRight]` in place of `change`. This lemma says that `Equiv.addRight 1`, as a function, is addition of 1 on the right, so the goal is rewritten to contain `k + 1` and Lean no longer has to search for the match. The next lines, which combine the two phases using `e`, then work as they stand.

The second timeout, at `rw [wannier_eq_char, wannier_eq_char]`, follows from the first. The heartbeat allowance covers the whole theorem, and it was already spent when Lean went on to that line, which needs no change of its own.

After these edits no error is left:

```diff
@@ -42,5 +42,5 @@
       (fun k => ZMod.stdAddChar (-R) • ZMod.stdAddChar (k * R) • u k))
     refine Finset.sum_congr rfl fun k _ => ?_
-    change _ = ZMod.stdAddChar (-R) • ZMod.stdAddChar ((k + 1) * R) • u (k + 1)
+    simp only [Equiv.coe_addRight]
     have e : -R + (k + 1) * R = k * R := by ring
     rw [smul_smul, ← AddChar.map_add_eq_mul, e]
```
